# The exponential of θJ is the plane rotation by θ, and it determines θ only up to multiples of 2π

When an orbital optimisation mixes two real orthonormal orbitals, it can update the coefficient matrix $C$, whose columns are the orbitals, to $C\exp(\theta K)$. Here $\theta$ is a real angle and $K$ is an antisymmetric matrix whose only nonzero entries, $1$ and $-1$, connect the two orbitals. Different angles can give the same rotation matrix, so an angle read back from the matrix is not unique. For a single pair of orbitals, the angles that share an exponential are exactly those that differ by $2\pi m$ with $m$ an integer. The updated coefficient matrix is therefore periodic in the angle with period $2\pi$, and the generator of a given rotation is not unique. A shift by $\pi$ reverses the signs of both orbitals: this changes the coefficient matrix, but the orbitals still describe the same physical states.

The same periodicity holds for every nonzero real $n\times n$ matrix with $K^3=-K$. The conditions are taken one at a time below, each with a small counter-example worked by hand, separately from the Lean code.

```lean
import Mathlib

open Matrix

namespace RotationGenerator

noncomputable section
```

## The generators and their sign convention

In the plane the generator is

$$J=\begin{pmatrix}0&-1\\1&0\end{pmatrix}.$$

```lean
/-- The generator `J` of rotations in the real plane. -/
def planeGenerator : Matrix (Fin 2) (Fin 2) ℝ := !![0, -1; 1, 0]
```

The rotation by $\theta$ is defined independently of any exponential, by its cosines and sines, so that the equality of the two is a theorem.

```lean
/-- The rotation of the real plane by the angle `θ`. -/
def planeRotation (θ : ℝ) : Matrix (Fin 2) (Fin 2) ℝ :=
  !![Real.cos θ, -Real.sin θ; Real.sin θ, Real.cos θ]
```

Among $n$ orbitals, the generator for the pair $p,q$ has the entry $1$ in row $q$, column $p$, and $-1$ in row $p$, column $q$. With the update $C\exp(\theta K)$, orbital $p$ becomes $\cos\theta$ times itself plus $\sin\theta$ times orbital $q$. Lean numbers the orbitals from 0, and `pairGenerator 0 1` for $n=2$ is $J$.

```lean
/-- The antisymmetric generator for the orbitals `p` and `q` among `n` orbitals. It mixes them if
they are different and is zero if `p = q`. -/
def pairGenerator {n : ℕ} (p q : Fin n) : Matrix (Fin n) (Fin n) ℝ :=
  Matrix.single q p 1 - Matrix.single p q 1
```

In the theorems, `NormedSpace.exp` is the matrix exponential and `θ • K` is the matrix $K$ multiplied by the number $\theta$. All matrices are real and finite. Complex orbitals and generators with several independent angles are not treated.

## K³ = −K: every mixed plane turns at unit rate

This condition says that $K$ is diagonalisable over the complex numbers, with eigenvalues among $0$, $i$ and $-i$. Vectors with eigenvalue zero stay put. The other eigenvalues come in pairs $\pm i$, and each pair belongs to a real plane that, in a suitable basis, turns by $\theta$ when the parameter is $\theta$. It thus fixes the scale of the generator. It does not require $K$ to be antisymmetric, so the general theorem also covers exponentials that are not orthogonal.

By hand, put

$$R(t)=1+\sin t\,K+(1-\cos t)K^2 .$$

The condition enters when this is multiplied by $K$:

$$KR(t)=K+\sin t\,K^2+(1-\cos t)K^3=\cos t\,K+\sin t\,K^2=R'(t).$$

Consequently

$$\frac{d}{dt}\bigl[e^{-tK}R(t)\bigr]=-e^{-tK}KR(t)+e^{-tK}R'(t)=0 .$$

The product keeps its value at $t=0$, which is $1$. Multiplying $e^{-\theta K}R(\theta)=1$ on the left by $e^{\theta K}$ gives $e^{\theta K}=R(\theta)$.

```lean
/-- If `K³ = -K`, the exponential of `θ K` is `1 + sin θ K + (1 - cos θ) K²`. -/
theorem exp_smul_of_cube {n : ℕ} (K : Matrix (Fin n) (Fin n) ℝ) (hK : K ^ 3 = -K) (θ : ℝ) :
    NormedSpace.exp (θ • K) = 1 + Real.sin θ • K + (1 - Real.cos θ) • (K * K) := by
  have hK' : K * (K * K) = -K := by
    rw [← hK, pow_succ, pow_two, mul_assoc]
  -- the product K R(t), simplified with K³ = -K
  have hR (t : ℝ) : K * (1 + Real.sin t • K + (1 - Real.cos t) • (K * K))
      = Real.cos t • K + Real.sin t • (K * K) := by
    rw [mul_add, mul_add, mul_one, mul_smul_comm, mul_smul_comm, hK']
    module
  -- the product exp(-θK) R(θ) is the identity
  have key : NormedSpace.exp (θ • (-K)) *
      (1 + Real.sin θ • K + (1 - Real.cos θ) • (K * K)) = 1 := by
    open scoped Matrix.Norms.Operator in
    have hG (t : ℝ) : HasDerivAt (fun t : ℝ => NormedSpace.exp (t • (-K)) *
        (1 + Real.sin t • K + (1 - Real.cos t) • (K * K))) 0 t := by
      have hE : HasDerivAt (fun t : ℝ => NormedSpace.exp (t • (-K)))
          (NormedSpace.exp (t • (-K)) * (-K)) t := hasDerivAt_exp_smul_const (-K) t
      have h1 : HasDerivAt (fun t : ℝ => Real.sin t • K) (Real.cos t • K) t :=
        (Real.hasDerivAt_sin t).smul_const K
      have h2 : HasDerivAt (fun t : ℝ => (1 - Real.cos t) • (K * K))
          (Real.sin t • (K * K)) t :=
        (((Real.hasDerivAt_cos t).const_sub 1).smul_const (K * K)).congr_deriv
          (by rw [neg_neg])
      have h3 : HasDerivAt (fun t : ℝ => 1 + Real.sin t • K + (1 - Real.cos t) • (K * K))
          (Real.cos t • K + Real.sin t • (K * K)) t := (h1.const_add 1).fun_add h2
      have hz : NormedSpace.exp (t • (-K)) * (-K) *
          (1 + Real.sin t • K + (1 - Real.cos t) • (K * K)) +
          NormedSpace.exp (t • (-K)) * (Real.cos t • K + Real.sin t • (K * K)) = 0 := by
        rw [mul_assoc, neg_mul, hR, mul_neg, neg_add_cancel]
      exact (hE.fun_mul h3).congr_deriv hz
    refine (is_const_of_deriv_eq_zero (fun t => (hG t).differentiableAt)
      (fun t => (hG t).deriv) θ 0).trans ?_
    simp
  have hc : Commute (θ • K) (θ • (-K)) := by
    rw [smul_neg]
    exact (Commute.refl _).neg_right
  have hinv : NormedSpace.exp (θ • K) * NormedSpace.exp (θ • (-K)) = 1 := by
    rw [← Matrix.exp_add_of_commute _ _ hc, smul_neg, add_neg_cancel, NormedSpace.exp_zero]
  calc NormedSpace.exp (θ • K)
      = NormedSpace.exp (θ • K) * (NormedSpace.exp (θ • (-K)) *
          (1 + Real.sin θ • K + (1 - Real.cos θ) • (K * K))) := by rw [key, mul_one]
    _ = _ := by rw [← mul_assoc, hinv, one_mul]
```

In the proof, `hK'` restates the condition as $K\cdot K^2=-K$, and `hR` is the computation of $KR$. The derivatives of the exponential and of $R$ are `hE` and `h3`, and `hz` shows that the two terms of the product rule cancel. The step from zero derivative to constant value is `is_const_of_deriv_eq_zero`. The final `calc` multiplies by $e^{\theta K}$, using `hinv` for $e^{\theta K}e^{-\theta K}=1$. A matrix norm is opened only inside the proof, to make differentiation available.

Without the condition the period can change. For $K=2J$ one has $K^3=-4K$, and $\exp(\theta K)$ is the rotation by $2\theta$. The parameters $0$ and $\pi$ then give the same matrix, although they do not differ by a multiple of $2\pi$.

## K ≠ 0: the generator moves something

A zero generator leaves every orbital alone, so its exponential carries no information about the angle. For a nonzero one, suppose that $e^{\theta K}=e^{\varphi K}$ and write

$$a=\sin\theta-\sin\varphi,\qquad b=\cos\theta-\cos\varphi .$$

Subtracting the two closed forms gives $aK=bK^2$. Multiplying by $K$ and using $K^3=-K$ gives $aK^2=-bK$. Now $a$ times the first equation is $a^2K=abK^2$, and $b$ times the second is $abK^2=-b^2K$. Together they yield

$$(a^2+b^2)K=0 .$$

Here $K\neq0$ is used: it forces $a^2+b^2=0$. Expanding the squares,

$$0=a^2+b^2=2-2(\sin\theta\sin\varphi+\cos\theta\cos\varphi)=2-2\cos(\theta-\varphi),$$

so $\cos(\theta-\varphi)=1$ and $\theta-\varphi=2\pi m$ for some integer $m$. Conversely, such a shift leaves the sine and cosine unchanged, and with them the closed form.

```lean
/-- For a nonzero generator with `K³ = -K`, two angles give the same exponential exactly
when they differ by an integer multiple of `2π`. -/
theorem exp_smul_eq_iff_of_cube {n : ℕ} (K : Matrix (Fin n) (Fin n) ℝ) (hK : K ^ 3 = -K)
    (hK0 : K ≠ 0) (θ φ : ℝ) :
    NormedSpace.exp (θ • K) = NormedSpace.exp (φ • K) ↔
      ∃ m : ℤ, θ - φ = m * (2 * Real.pi) := by
  rw [exp_smul_of_cube K hK, exp_smul_of_cube K hK]
  constructor
  · intro h
    have hK' : K * (K * K) = -K := by
      rw [← hK, pow_succ, pow_two, mul_assoc]
    have h1 : (Real.sin θ - Real.sin φ) • K = (Real.cos θ - Real.cos φ) • (K * K) := by
      linear_combination (norm := module) h
    -- multiply by K once more and eliminate K²
    have h2 : (Real.sin θ - Real.sin φ) • (K * K) = (Real.cos θ - Real.cos φ) • (-K) := by
      rw [← hK', ← mul_smul_comm, ← mul_smul_comm, h1]
    have h3 : ((Real.sin θ - Real.sin φ) ^ 2 + (Real.cos θ - Real.cos φ) ^ 2) • K = 0 := by
      linear_combination (norm := module)
        (Real.sin θ - Real.sin φ) • h1 + (Real.cos θ - Real.cos φ) • h2
    have h4 := (smul_eq_zero.mp h3).resolve_right hK0
    -- equal sines and cosines give cos (θ - φ) = 1
    have h5 : Real.cos (θ - φ) = 1 := by
      rw [Real.cos_sub]
      linarith [Real.sin_sq_add_cos_sq θ, Real.sin_sq_add_cos_sq φ]
    obtain ⟨m, hm⟩ := (Real.cos_eq_one_iff _).mp h5
    exact ⟨m, hm.symm⟩
  · rintro ⟨m, hm⟩
    have hθ : θ = φ + m * (2 * Real.pi) := by linarith
    rw [hθ, Real.sin_add_int_mul_two_pi, Real.cos_add_int_mul_two_pi]
```

The statement is an equivalence: the exponentials agree if and only if an integer `m` with the stated property exists. In the proof, `h1` and `h2` are the two equations for $K$ and $K^2$, and `h3` is their combination. The assumption `hK0` is used once, in `h4`, to discard the possibility that the matrix factor vanishes. The cosine of the difference is found in `h5`.

For $K=0$ the equivalence fails at once: the angles $0$ and $1$ both give the identity.

## p ≠ q: two different orbitals

An orbital can be mixed only with another one. Write $E_{qp}$ for the matrix whose only nonzero entry is a $1$ in row $q$, column $p$, and let $K=E_{qp}-E_{pq}$. For $p\neq q$,

$$K^2=-(E_{pp}+E_{qq}),\qquad K^3=-K,$$

and the entry of $K$ in row $q$, column $p$ is $1$, so $K\neq0$.

```lean
/-- The generator mixing two different orbitals is nonzero and satisfies `K³ = -K`. -/
theorem pairGenerator_witness {n : ℕ} {p q : Fin n} (hpq : p ≠ q) :
    pairGenerator p q ^ 3 = -pairGenerator p q ∧ pairGenerator p q ≠ 0 := by
  constructor
  · rw [pow_succ, pow_two]
    simp [pairGenerator, sub_mul, mul_sub, hpq, hpq.symm]
    abel
  · intro h
    have h1 := congrFun (congrFun h q) p
    simp [pairGenerator, Matrix.single, hpq] at h1
```

The first half of the proof expands the products of such single-entry matrices, with `hpq` removing those whose inner indices differ. The second half reads off the entry in row $q$, column $p$. Both conditions of the general theorem are now available for any pair of different orbitals.

```lean
/-- Two rotations mixing the same pair of different orbitals among `n` coincide exactly when
their angles differ by an integer multiple of `2π`. -/
theorem exp_pairGenerator_eq_iff {n : ℕ} {p q : Fin n} (hpq : p ≠ q) (θ φ : ℝ) :
    NormedSpace.exp (θ • pairGenerator p q) = NormedSpace.exp (φ • pairGenerator p q) ↔
      ∃ m : ℤ, θ - φ = m * (2 * Real.pi) :=
  exp_smul_eq_iff_of_cube _ (pairGenerator_witness hpq).1 (pairGenerator_witness hpq).2 θ φ
```

If $p=q$, the two terms of the generator cancel. For a single orbital, $n=1$, every angle then gives the identity, as in the case $K=0$.

## In the plane J² = −1 supplies both conditions

For $J$ nothing has to be assumed. Direct multiplication gives $J^2=-1$, which Lean checks entry by entry.

```lean
/-- The plane generator squares to minus the identity. -/
theorem planeGenerator_sq : planeGenerator * planeGenerator = -1 := by
  ext i j
  fin_cases i <;> fin_cases j <;> simp [planeGenerator, Matrix.mul_apply, Fin.sum_univ_two]
```

Hence $J^3=-J$, and the closed form becomes

$$e^{\theta J}=1+\sin\theta\,J-(1-\cos\theta)\,1=\cos\theta\,1+\sin\theta\,J=\begin{pmatrix}\cos\theta&-\sin\theta\\ \sin\theta&\cos\theta\end{pmatrix}.$$

```lean
/-- The exponential of `θ J` is the plane rotation by `θ`. -/
theorem exp_planeGenerator (θ : ℝ) :
    NormedSpace.exp (θ • planeGenerator) = planeRotation θ := by
  have hJ : planeGenerator ^ 3 = -planeGenerator := by
    rw [pow_succ, pow_two, planeGenerator_sq, neg_one_mul]
  rw [exp_smul_of_cube _ hJ, planeGenerator_sq]
  ext i j
  fin_cases i <;> fin_cases j <;> simp [planeGenerator, planeRotation]
```

Since $J$ has an entry equal to $1$, it is nonzero, and the criterion for equal exponentials applies.

```lean
/-- The exponentials of `θ J` and `φ J` coincide exactly when `θ - φ` is an integer multiple
of `2π`. -/
theorem exp_planeGenerator_eq_iff (θ φ : ℝ) :
    NormedSpace.exp (θ • planeGenerator) = NormedSpace.exp (φ • planeGenerator) ↔
      ∃ m : ℤ, θ - φ = m * (2 * Real.pi) := by
  refine exp_smul_eq_iff_of_cube _ ?_ ?_ θ φ
  · rw [pow_succ, pow_two, planeGenerator_sq, neg_one_mul]
  · intro h
    have h1 := congrFun (congrFun h 1) 0
    simp [planeGenerator] at h1
```

## Orthogonality and determinant one: every such 2 × 2 matrix has an angle

The condition $U^{\mathsf T}U=1$ means that the transformed pair of orbitals is again orthonormal. The condition $\det U=1$ excludes a reflection, such as a change of sign of one orbital alone. Write

$$U=\begin{pmatrix}u&v\\w&z\end{pmatrix},\qquad u^2+w^2=1,\quad uv+wz=0,\quad uz-vw=1 .$$

The first two equations come from orthogonality and the third from the determinant. They fix the second column:

$$z=z(u^2+w^2)=u(1+vw)-w(uv)=u,$$

$$v=v(u^2+w^2)=-u(wz)+w(uz-1)=-w .$$

The first column $(u,w)$ lies on the unit circle, so $u=\cos\theta$ and $w=\sin\theta$ for some $\theta$, and $U=e^{\theta J}$.

```lean
/-- Every real orthogonal 2 by 2 matrix of determinant one is the exponential of some `θ J`. -/
theorem exists_angle (U : Matrix (Fin 2) (Fin 2) ℝ) (hU : Uᵀ * U = 1) (hdet : U.det = 1) :
    ∃ θ : ℝ, U = NormedSpace.exp (θ • planeGenerator) := by
  have h1 := congrFun (congrFun hU 0) 0
  have h2 := congrFun (congrFun hU 0) 1
  simp [Matrix.mul_apply, Fin.sum_univ_two] at h1 h2
  rw [Matrix.det_fin_two] at hdet
  -- the first column determines the second
  have hd : U 1 1 = U 0 0 := by
    linear_combination -U 1 1 * h1 + U 0 0 * hdet + U 1 0 * h2
  have hb : U 0 1 = -U 1 0 := by
    linear_combination -U 0 1 * h1 + U 0 0 * h2 - U 1 0 * hdet
  -- the first column is a point of the unit circle
  obtain ⟨θ, hc, hs⟩ : ∃ θ : ℝ, Real.cos θ = U 0 0 ∧ Real.sin θ = U 1 0 := by
    have hn : ‖(⟨U 0 0, U 1 0⟩ : ℂ)‖ = 1 := by
      have h := Complex.sq_norm (⟨U 0 0, U 1 0⟩ : ℂ)
      rw [Complex.normSq_mk] at h
      nlinarith [norm_nonneg (⟨U 0 0, U 1 0⟩ : ℂ)]
    have hc := Complex.norm_mul_cos_arg (⟨U 0 0, U 1 0⟩ : ℂ)
    have hs := Complex.norm_mul_sin_arg (⟨U 0 0, U 1 0⟩ : ℂ)
    rw [hn, one_mul] at hc hs
    exact ⟨_, hc, hs⟩
  refine ⟨θ, ?_⟩
  rw [exp_planeGenerator]
  ext i j
  fin_cases i <;> fin_cases j <;> simp [planeRotation, hc, hs, hd, hb]
```

Lean takes the two orthogonality equations from `hU`. The steps `hd` and `hb` are the formulas for $z$ and $v$, and both use `hdet`. The angle is obtained as the argument of the complex number $u+iw$, whose modulus is shown to be $1$.

Each condition is needed. The matrix $\operatorname{diag}(1,-1)$ is orthogonal but has determinant $-1$, whereas $\det e^{\theta J}=\cos^2\theta+\sin^2\theta=1$. The matrix $\operatorname{diag}(2,\tfrac12)$ has determinant one, but no cosine equals $2$.

## Antisymmetry: the full list of generators

An antisymmetric generator, $X^{\mathsf T}=-X$, is the usual choice for rotating real orthonormal orbitals, because its exponential is orthogonal. In two dimensions the condition makes the diagonal vanish and the off-diagonal entries opposite, so $X=xJ$, where $x$ is the entry in the lower left corner. Then $e^{X}=e^{\theta J}$ holds exactly when $x-\theta=2\pi m$, that is, when

$$X=(\theta+2\pi m)J,\qquad m\in\mathbb Z .$$

```lean
/-- The real antisymmetric matrices whose exponential is that of `θ J` are exactly the
matrices `(θ + 2πm) J` with `m` an integer. -/
theorem antisymmetric_generators (X : Matrix (Fin 2) (Fin 2) ℝ) (hX : Xᵀ = -X) (θ : ℝ) :
    NormedSpace.exp X = NormedSpace.exp (θ • planeGenerator) ↔
      ∃ m : ℤ, X = (θ + m * (2 * Real.pi)) • planeGenerator := by
  -- an antisymmetric 2 by 2 matrix is a multiple of J
  obtain ⟨x, rfl⟩ : ∃ x : ℝ, X = x • planeGenerator := by
    have h (i j : Fin 2) : X j i = -X i j := congrFun (congrFun hX i) j
    have h00 : X 0 0 = 0 := by linarith [h 0 0]
    have h11 : X 1 1 = 0 := by linarith [h 1 1]
    refine ⟨X 1 0, ?_⟩
    ext i j
    fin_cases i <;> fin_cases j <;> simp [planeGenerator, h00, h11, h 1 0]
  rw [exp_planeGenerator_eq_iff]
  constructor
  · rintro ⟨m, hm⟩
    exact ⟨m, by rw [← hm, add_sub_cancel]⟩
  · rintro ⟨m, hm⟩
    have h1 := congrFun (congrFun hm 1) 0
    simp [planeGenerator] at h1
    exact ⟨m, by linarith⟩

end

end RotationGenerator
```

The assumption `hX` is used only at the start, to write `X` as a multiple of `planeGenerator`. The criterion for equal exponentials does the rest, and comparing the lower left entries recovers the number $x$ from the matrix.

Without antisymmetry there are more generators. Take

$$X=2\pi\begin{pmatrix}0&-2\\ \tfrac12&0\end{pmatrix}=S(2\pi J)S^{-1},\qquad S=\begin{pmatrix}2&0\\0&1\end{pmatrix}.$$

Then $e^X=Se^{2\pi J}S^{-1}=1=e^{0J}$, yet $X$ is not a multiple of $J$.

```lean
#print axioms RotationGenerator.exp_pairGenerator_eq_iff
#print axioms RotationGenerator.exp_planeGenerator
#print axioms RotationGenerator.exists_angle
#print axioms RotationGenerator.antisymmetric_generators
```

```
'RotationGenerator.exp_pairGenerator_eq_iff' depends on axioms: [propext, Classical.choice, Quot.sound]
'RotationGenerator.exp_planeGenerator' depends on axioms: [propext, Classical.choice, Quot.sound]
'RotationGenerator.exists_angle' depends on axioms: [propext, Classical.choice, Quot.sound]
'RotationGenerator.antisymmetric_generators' depends on axioms: [propext, Classical.choice, Quot.sound]
```
